# A trajectory guided by the current keeps the probability between itself and a wall constant

Take one particle on a line, with wave function ψ(x,t), density ρ = |ψ|² and current J = Im(ψ* ψ_x) in units ħ = m = 1, where ψ* is the complex conjugate and subscripts are partial derivatives. A de Broglie–Bohm trajectory q(t) obeys the guidance equation q′ρ = J at x = q(t). Taken alone, this is a local rule for the velocity. Nothing in it says that a path starting with a tenth of the probability on its right still has a tenth there later, and a family of paths might drift away from the distribution ρ. The theorem `quantile_preserved` shows that the integral of ρ between the path and b stays constant when ψ is twice continuously differentiable, solves the Schrödinger equation with a real potential on an interval [a,b] that contains the path, and vanishes at the right end b. For one particle in one dimension, this conserved quantity gives a check on a numerically integrated trajectory.

## Wave function, density and current

```lean
import Mathlib

open Complex Set Function Filter Topology MeasureTheory ComplexConjugate

namespace QuantileTrajectories

noncomputable section
```

From here on `I` is the imaginary unit and `conj` is complex conjugation.

```lean
/-- Partial derivative in position. -/
def dx (f : ℝ → ℝ → ℂ) (x t : ℝ) : ℂ := deriv (fun y => f y t) x

/-- Partial derivative in time. -/
def dt (f : ℝ → ℝ → ℂ) (x t : ℝ) : ℂ := deriv (f x) t
```

A function of type `ℝ → ℝ → ℂ` takes position first and time second. `dx f x t` freezes t and differentiates in position; `dt f x t` freezes x and differentiates in time.

```lean
/-- Probability density `|ψ|²`. -/
def density (ψ : ℝ → ℝ → ℂ) (x t : ℝ) : ℝ := normSq (ψ x t)

/-- The quantity `2 Re (conj ψ · ψ_t)`. -/
def densityRate (ψ : ℝ → ℝ → ℂ) (x t : ℝ) : ℝ := 2 * (conj (ψ x t) * dt ψ x t).re

/-- Probability current `Im (conj ψ · ψ_x)`. -/
def current (ψ : ℝ → ℝ → ℂ) (x t : ℝ) : ℝ := (conj (ψ x t) * dx ψ x t).im
```

These are ρ = |ψ|² (`normSq` is the squared modulus), the expression 2 Re(ψ* ψ_t), later shown to equal ρ_t, and J. Units are ħ = m = 1.

```lean
/-- The Schrödinger equation `i ψ_t = -ψ_xx / 2 + V ψ` at the point `(x, t)`, with real `V`. -/
def SolvesAt (ψ : ℝ → ℝ → ℂ) (V : ℝ → ℝ → ℝ) (x t : ℝ) : Prop :=
  I * dt ψ x t = -(dx (dx ψ) x t) / 2 + (V x t : ℂ) * ψ x t
```

`SolvesAt ψ V x t` is the Schrödinger equation at one point:

i ψ_t = −ψ_xx/2 + V ψ

The type `ℝ → ℝ → ℝ` makes the potential V real, which rules out absorbing potentials. It may depend on time. No continuity of V is assumed, but in the theorems below ψ is jointly C², so the equation fixes V = (iψ_t + ψ_xx/2)/ψ, which is continuous wherever ψ ≠ 0; a potential step at a point where ψ does not vanish is therefore not covered.

```lean
/-- The integral of `|ψ|²` from `y` to `b` at time `t`. -/
def tail (ψ : ℝ → ℝ → ℂ) (b y t : ℝ) : ℝ := ∫ x in y..b, density ψ x t
```

This is the probability to the right of y, up to b:

tail(y,t) = ∫_y^b ρ(x,t) dx

No normalisation is imposed, and nothing is assumed at the left end a. When the total probability equals one at all times considered and none of it lies beyond b, the tail is the fraction of the probability to the right of y, and a path with constant tail is a quantile of ρ in the strict sense.

```lean
/-- The wave function `x exp (i x² / 2 - 3 t / 2)`. -/
def wave (x t : ℝ) : ℂ := x * exp (I / 2 * (x : ℂ) ^ 2 - 3 / 2 * (t : ℂ))
```

`wave` is the explicit solution used at the end.

## Differentiating an integral with a moving end

```lean
/-- Real and imaginary parts of a complex function of a real variable differentiate separately. -/
theorem hasDerivAt_parts {f : ℝ → ℂ} {f' : ℂ} {x : ℝ} (h : HasDerivAt f f' x) :
    HasDerivAt (fun y => (f y).re) f'.re x ∧ HasDerivAt (fun y => (f y).im) f'.im x :=
  ⟨reCLM.hasFDerivAt.comp_hasDerivAt x h, imCLM.hasFDerivAt.comp_hasDerivAt x h⟩
```

`HasDerivAt f f' x` reads "f is differentiable at x with derivative f′". The lemma lets real and imaginary parts be differentiated separately.

```lean
/-- Differentiation under the integral over a fixed interval, for jointly continuous `ρ`, `ρ_t`. -/
theorem leibniz_fixed {ρ ρt : ℝ → ℝ → ℝ} (hρ : Continuous (uncurry ρ))
    (hρt : Continuous (uncurry ρt)) (hd : ∀ x t, HasDerivAt (ρ x) (ρt x t) t) (c b t₀ : ℝ) :
    HasDerivAt (fun t => ∫ x in c..b, ρ x t) (∫ x in c..b, ρt x t₀) t₀ := by
  have hK : IsCompact (uIcc c b ×ˢ Metric.closedBall t₀ 1) :=
    isCompact_uIcc.prod (isCompact_closedBall _ _)
  obtain ⟨C, hC⟩ := hK.exists_bound_of_continuousOn hρt.continuousOn
  exact (intervalIntegral.hasDerivAt_integral_of_dominated_loc_of_deriv_le
    (F := fun t x => ρ x t) (F' := fun t x => ρt x t) (bound := fun _ => C)
    (Metric.ball_mem_nhds t₀ one_pos)
    (Eventually.of_forall fun t => (hρ.uncurry_right t).aestronglyMeasurable)
    ((hρ.uncurry_right t₀).intervalIntegrable _ _)
    (hρt.uncurry_right t₀).aestronglyMeasurable
    (Eventually.of_forall fun x hx t ht =>
      hC (x, t) ⟨uIoc_subset_uIcc hx, Metric.ball_subset_closedBall ht⟩)
    intervalIntegrable_const
    (Eventually.of_forall fun x _ t _ => hd x t)).2
```

Here ρ is any real function of (x,t) and `ρt` its time derivative; `uncurry` views them as functions of the pair, so continuity is joint. The conclusion is d/dt ∫_c^b ρ dx = ∫_c^b ρ_t dx at time t₀. The proof bounds ρ_t by a constant `C` on a compact rectangle (`hK`, `hC`) and applies dominated differentiation under the integral.

```lean
/-- Leibniz rule with a moving lower end `q(t)`: the boundary term is `-q' ρ(q)`. -/
theorem leibniz_moving {ρ ρt : ℝ → ℝ → ℝ} (hρ : Continuous (uncurry ρ))
    (hρt : Continuous (uncurry ρt)) (hd : ∀ x t, HasDerivAt (ρ x) (ρt x t) t)
    {q : ℝ → ℝ} {q' t₀ : ℝ} (hq : HasDerivAt q q' t₀) (b : ℝ) :
    HasDerivAt (fun t => ∫ x in q t..b, ρ x t)
      ((∫ x in q t₀..b, ρt x t₀) - q' * ρ (q t₀) t₀) t₀ := by
  have h1 : ∀ t, Continuous fun x => ρ x t := fun t => hρ.uncurry_right t
  have hA := leibniz_fixed hρ hρt hd (q t₀) b t₀
  have hB0 := ((h1 t₀).integral_hasStrictDerivAt (q t₀) (q t₀)).hasDerivAt.comp t₀ hq
  have hB : HasDerivAt (fun t => ∫ x in q t₀..q t, ρ x t₀) (ρ (q t₀) t₀ * q') t₀ := hB0
  -- on the swept strip the change of `ρ` in time contributes only `o(t - t₀)`
  have hR : HasDerivAt (fun t => ∫ x in q t₀..q t, (ρ x t - ρ x t₀)) 0 t₀ := by
    rw [hasDerivAt_iff_isLittleO]
    simp only [intervalIntegral.integral_same, sub_zero, smul_zero]
    refine Asymptotics.IsLittleO.trans_isBigO ?_ hq.hasFDerivAt.isBigO_sub
    rw [Asymptotics.isLittleO_iff]
    intro c hc
    have hg : Continuous fun p : ℝ × ℝ => ρ p.1 p.2 - ρ p.1 t₀ :=
      hρ.sub ((h1 t₀).comp continuous_fst)
    obtain ⟨δ, hδ, h⟩ := Metric.continuousAt_iff.mp (hg.continuousAt (x := (q t₀, t₀))) c hc
    filter_upwards [hq.continuousAt.preimage_mem_nhds (Metric.ball_mem_nhds _ hδ),
      Metric.ball_mem_nhds t₀ hδ] with t h2 h3
    have h2' : |q t - q t₀| < δ := by simpa [Real.dist_eq] using h2
    obtain ⟨l, r⟩ := abs_lt.mp h2'
    rw [Real.norm_eq_abs (q t - q t₀)]
    refine intervalIntegral.norm_integral_le_of_norm_le_const fun x hx => ?_
    have hx' : dist x (q t₀) < δ := by
      rw [Real.dist_eq, abs_lt]
      rcases mem_uIoc.mp hx with ⟨_, _⟩ | ⟨_, _⟩ <;> constructor <;> linarith
    have := @h (x, t) (by rw [Prod.dist_eq]; exact max_lt hx' h3)
    simp only [sub_self, dist_zero_right] at this
    exact this.le
  have e : (fun t => ∫ x in q t..b, ρ x t) = fun t => (∫ x in q t₀..b, ρ x t)
      - (∫ x in q t₀..q t, ρ x t₀) - ∫ x in q t₀..q t, (ρ x t - ρ x t₀) := by
    funext t
    rw [intervalIntegral.integral_sub ((h1 t).intervalIntegrable _ _)
      ((h1 t₀).intervalIntegrable _ _)]
    have := intervalIntegral.integral_add_adjacent_intervals (μ := volume)
      ((h1 t).intervalIntegrable (q t₀) (q t)) ((h1 t).intervalIntegrable (q t) b)
    linarith
  rw [e]
  exact ((hA.fun_sub hB).fun_sub hR).congr_deriv (by ring)
```

As in `leibniz_fixed`, ρ and its time derivative ρ_t are jointly continuous. With q₀ = q(t₀), split the integral into three terms (equation `e`):

∫_{q(t)}^b ρ(x,t) dx = ∫_{q₀}^b ρ(x,t) dx − ∫_{q₀}^{q(t)} ρ(x,t₀) dx − R(t)

R(t) = ∫_{q₀}^{q(t)} [ρ(x,t) − ρ(x,t₀)] dx

The first term has derivative ∫_{q₀}^b ρ_t dx (`hA`). The second has derivative ρ(q₀,t₀) q′ by the fundamental theorem and the chain rule (`hB`). For R, given c > 0, joint continuity makes the integrand smaller than c in modulus near (q₀,t₀), so |R| ≤ c |q(t) − q₀|. As q(t) − q₀ is of order t − t₀, R has derivative zero (`hR`). Of the path q, only differentiability at t₀ is used.

## The continuity equation

```lean
variable {ψ : ℝ → ℝ → ℂ} {V : ℝ → ℝ → ℝ}

/-- For jointly `C²` `ψ` the derivatives `ψ_t`, `ψ_x`, `ψ_xx` exist and `ψ_t` is continuous. -/
theorem regularity (hψ : ContDiff ℝ 2 (uncurry ψ)) :
    (∀ x t, HasDerivAt (ψ x) (dt ψ x t) t) ∧ Continuous (uncurry (dt ψ)) ∧
    (∀ x t, HasDerivAt (fun y => ψ y t) (dx ψ x t) x) ∧
    ∀ x t, HasDerivAt (fun y => dx ψ y t) (dx (dx ψ) x t) x := by
  have hd : Differentiable ℝ (uncurry ψ) := hψ.differentiable (by norm_num)
  have hF : ∀ x t, HasDerivAt (ψ x) (fderiv ℝ (uncurry ψ) (x, t) (0, 1)) t := fun x t => by
    have hp : HasDerivAt (fun s : ℝ => (x, s)) ((0 : ℝ), (1 : ℝ)) t :=
      (hasDerivAt_const t x).prodMk (hasDerivAt_id t)
    have := HasFDerivAt.comp_hasDerivAt (f := fun s : ℝ => (x, s)) t (hd (x, t)).hasFDerivAt hp
    exact this
  have hs : ∀ t, ContDiff ℝ (1 + 1) fun y => ψ y t := fun t => by
    rw [one_add_one_eq_two]
    exact hψ.comp (contDiff_id.prodMk contDiff_const)
  refine ⟨fun x t => (hF x t).differentiableAt.hasDerivAt, ?_,
    fun x t => ((contDiff_succ_iff_deriv.mp (hs t)).1 x).hasDerivAt, fun x t =>
    ((contDiff_succ_iff_deriv.mp (hs t)).2.2.differentiable (by norm_num) x).hasDerivAt⟩
  have e : uncurry (dt ψ) = fun p => fderiv ℝ (uncurry ψ) p (0, 1) :=
    funext fun p => (hF p.1 p.2).deriv
  rw [e]
  exact (hψ.continuous_fderiv (by norm_num)).clm_apply continuous_const
```

`ContDiff ℝ 2 (uncurry ψ)` says that ψ is jointly C² on the whole (x,t) plane. A wave function given on [a,b] must therefore be extended as a C² function past its ends. At a hard wall the physical ψ is zero beyond b and in general has a kink there, so the theorems apply to a C² extension of the solution inside the interval. The lemma extracts the existence of ψ_t, ψ_x, ψ_xx and the joint continuity of ψ_t, the latter by writing ψ_t as the total derivative `fderiv` applied to the direction `(0, 1)`.

```lean
/-- The time derivative of `|ψ|²` is `2 Re (conj ψ · ψ_t)`. -/
theorem density_rate (hψ : ContDiff ℝ 2 (uncurry ψ)) (x t : ℝ) :
    HasDerivAt (density ψ x) (densityRate ψ x t) t := by
  obtain ⟨r, i⟩ := hasDerivAt_parts ((regularity hψ).1 x t)
  have e : density ψ x = fun s => (ψ x s).re * (ψ x s).re + (ψ x s).im * (ψ x s).im :=
    funext fun s => normSq_apply _
  rw [e]
  exact ((r.fun_mul r).fun_add (i.fun_mul i)).congr_deriv
    (by simp only [densityRate, mul_re, conj_re, conj_im]; ring)
```

For jointly C² ψ, writing ψ = u + iv gives ρ = u² + v² and

ρ_t = 2(u u_t + v v_t) = 2 Re(ψ* ψ_t)

The proof applies the product rule to u·u and v·v.

```lean
/-- Continuity equation: where the Schrödinger equation holds, `J_x = -2 Re (conj ψ · ψ_t)`. -/
theorem continuity_equation (hψ : ContDiff ℝ 2 (uncurry ψ)) {x t : ℝ} (h : SolvesAt ψ V x t) :
    HasDerivAt (fun y => current ψ y t) (-densityRate ψ x t) x := by
  obtain ⟨r, i⟩ := hasDerivAt_parts ((regularity hψ).2.2.1 x t)
  obtain ⟨r', i'⟩ := hasDerivAt_parts ((regularity hψ).2.2.2 x t)
  have h2 : dx (dx ψ) x t = 2 * (V x t : ℂ) * ψ x t - 2 * I * dt ψ x t := by
    unfold SolvesAt at h
    linear_combination 2 * h
  have e : (fun y => current ψ y t)
      = fun y => (ψ y t).re * (dx ψ y t).im - (ψ y t).im * (dx ψ y t).re := by
    funext y
    simp only [current, mul_im, conj_re, conj_im]
    ring
  rw [e]
  -- the real potential drops out
  refine ((r.fun_mul i').fun_sub (i.fun_mul r')).congr_deriv ?_
  simp only [densityRate, h2, mul_re, mul_im, sub_re, sub_im, conj_re, conj_im, re_ofNat,
    im_ofNat, I_re, I_im, ofReal_re, ofReal_im]
  ring
```

Let ψ again be jointly C². Differentiate the current, noting that |ψ_x|² is real:

J_x = Im(|ψ_x|²) + Im(ψ* ψ_xx) = Im(ψ* ψ_xx)

The Schrödinger equation gives ψ_xx = 2Vψ − 2iψ_t (`h2`), so

J_x = Im(2V|ψ|²) − 2 Re(ψ* ψ_t) = −ρ_t

The potential term vanishes pointwise because V is real, so no regularity of V enters. Lean works with J = u v_x − v u_x (`e`), and `ring` performs both cancellations.

## The tail along a path

```lean
/-- For `C²` `ψ` solving the Schrödinger equation on `[a, b]` at time `t`, along any path
differentiable at `t` with `q(t)` in `[a, b]`, the integral of `|ψ|²` over `[q(t), b]` changes at
the rate `J(q) - J(b) - q' |ψ(q)|²`. -/
theorem tail_hasDerivAt (hψ : ContDiff ℝ 2 (uncurry ψ)) {a b t q' : ℝ} {q : ℝ → ℝ}
    (hS : ∀ x ∈ Icc a b, SolvesAt ψ V x t) (hq : HasDerivAt q q' t) (hm : q t ∈ Icc a b) :
    HasDerivAt (fun s => tail ψ b (q s) s)
      (current ψ (q t) t - current ψ b t - q' * density ψ (q t) t) t := by
  have h1 : Continuous (uncurry (density ψ)) := continuous_normSq.comp hψ.continuous
  have h2 : Continuous fun p : ℝ × ℝ => 2 * (conj (uncurry ψ p) * uncurry (dt ψ) p).re :=
    continuous_const.mul (continuous_re.comp
      ((continuous_conj.comp hψ.continuous).mul (regularity hψ).2.1))
  have h3 : Continuous (uncurry (densityRate ψ)) := h2
  -- `∫ ρ_t = -∫ J_x = J(q) - J(b)`
  have h4 := intervalIntegral.integral_eq_sub_of_hasDerivAt (a := q t) (b := b)
    (f := fun x => -current ψ x t) (f' := fun x => densityRate ψ x t)
    (fun x hx => by
      rw [uIcc_of_le hm.2] at hx
      exact (continuity_equation hψ
        (hS x ⟨hm.1.trans hx.1, hx.2⟩)).fun_neg.congr_deriv (neg_neg _))
    ((h3.uncurry_right t).intervalIntegrable _ _)
  refine (leibniz_moving h1 h3 (density_rate hψ) hq b).congr_deriv ?_
  rw [h4]
  ring
```

`Icc a b` is the closed interval [a,b]. For any path differentiable at t with q(t) in [a,b], guided or not,

d/dt tail(q(t),t) = ∫_q^b ρ_t dx − q′ρ(q) = J(q) − J(b) − q′ρ(q)

The first equality is `leibniz_moving`. The second is `h4`, the fundamental theorem applied to −J on [q(t),b], which lies inside the region where the equation holds.

```lean
/-- If `ψ` solves the Schrödinger equation on `[a, b]`, vanishes at `b`, and a path in `[a, b]`
obeys `q' |ψ|² = J` on an interval of times `T`, then `∫_{q(t)}^b |ψ|²` is constant on `T`. -/
theorem quantile_preserved (hψ : ContDiff ℝ 2 (uncurry ψ)) {a b : ℝ} {T : Set ℝ}
    (hT : Convex ℝ T) {q q' : ℝ → ℝ} (hS : ∀ t ∈ T, ∀ x ∈ Icc a b, SolvesAt ψ V x t)
    (hb : ∀ t ∈ T, ψ b t = 0) (hm : ∀ t ∈ T, q t ∈ Icc a b)
    (hq : ∀ t ∈ T, HasDerivAt q (q' t) t)
    (hg : ∀ t ∈ T, q' t * density ψ (q t) t = current ψ (q t) t)
    {s t : ℝ} (hs : s ∈ T) (ht : t ∈ T) : tail ψ b (q t) t = tail ψ b (q s) s := by
  have h0 : ∀ u ∈ T, HasDerivWithinAt (fun u => tail ψ b (q u) u) 0 T u := fun u hu => by
    have hJ : current ψ b u = 0 := by simp [current, hb u hu]
    exact ((tail_hasDerivAt hψ (hS u hu) (hq u hu) (hm u hu)).congr_deriv
      (by rw [hJ, hg u hu]; ring)).hasDerivWithinAt
  have := Convex.norm_image_sub_le_of_norm_hasDerivWithin_le (C := 0) (f' := fun _ => 0)
    h0 (fun _ _ => by simp) hT hs ht
  rw [zero_mul, norm_le_zero_iff] at this
  exact sub_eq_zero.mp this
```

The wave function is again jointly C² (`hψ`), and `T` is a convex set of times, that is, an interval. On it, `hS` imposes the equation on [a,b], `hm` keeps the path in the closed interval, `hq` names its (two-sided) derivative, and `hg` is the guidance equation. The condition `hb`, ψ(b,t) = 0, stands for a hard wall or a stationary node at b, through which no probability flows. The solution ψ and the path are assumed given; their existence and uniqueness are not addressed. The conclusion is that the tail has the same value at any two times s and t in T.

From ψ(b) = 0 follows J(b) = 0 (`hJ`), and guidance cancels the other two terms, so the rate is zero (`h0`). The mean value inequality with bound `C := 0` turns zero rate into constancy.

A different statement results if guidance is written as a velocity field, q′ = J/ρ. Lean sets division by zero to zero, so that form would force q′ = 0 at a node of ψ. The product form reads 0 = 0 there and leaves q′ free, so it admits more paths; away from nodes the two agree.

```lean
/-- Converse: for `C²` `ψ` solving the equation on `[a, b]` and vanishing at `b` at time `t`, and
`q` differentiable at `t` with `q(t)` in `[a, b]`, if `∫_{q(s)}^b |ψ|²` is constant for `s` near
`t`, then `q' |ψ|² = J` at `q(t)`. -/
theorem guidance_of_tail_const (hψ : ContDiff ℝ 2 (uncurry ψ)) {a b t q' c : ℝ} {q : ℝ → ℝ}
    (hS : ∀ x ∈ Icc a b, SolvesAt ψ V x t) (hb : ψ b t = 0) (hm : q t ∈ Icc a b)
    (hq : HasDerivAt q q' t) (hc : ∀ᶠ s in 𝓝 t, tail ψ b (q s) s = c) :
    q' * density ψ (q t) t = current ψ (q t) t := by
  have hJ : current ψ b t = 0 := by simp [current, hb]
  have h0 : HasDerivAt (fun s => tail ψ b (q s) s) 0 t :=
    (hasDerivAt_const t c).congr_of_eventuallyEq hc
  have := (tail_hasDerivAt hψ hS hq hm).unique h0
  linarith
```

`∀ᶠ s in 𝓝 t` reads "for all s near t". If the tail equals a constant c there, its derivative is zero (`h0`); derivatives are `unique`, so J(q) − 0 − q′ρ(q) = 0. Differentiability of q is again assumed.

## An explicit solution in an inverted oscillator

```lean
/-- `wave` is `C²`, solves the equation with `V = -x² / 2` and vanishes at `x = 0`; for `t ≤ 0`
the moving path `q = -exp t` lies in `[-1, 0]` and obeys `q' |ψ|² = J`. -/
theorem quantile_preserved_witness :
    ContDiff ℝ 2 (uncurry wave) ∧ (∀ x t, SolvesAt wave (fun x _ => -x ^ 2 / 2) x t) ∧
    (∀ t, wave 0 t = 0) ∧ ∀ t ∈ Iic (0 : ℝ), -Real.exp t ∈ Icc (-1 : ℝ) 0 ∧
      HasDerivAt (fun s => -Real.exp s) (-Real.exp t) t ∧
      -Real.exp t * density wave (-Real.exp t) t = current wave (-Real.exp t) t := by
  have hE : ∀ x t : ℝ, HasDerivAt (fun z : ℂ => exp (I / 2 * z ^ 2 - 3 / 2 * (t : ℂ)))
      (I * x * exp (I / 2 * (x : ℂ) ^ 2 - 3 / 2 * (t : ℂ))) x := fun x t =>
    (((hasDerivAt_pow 2 (x : ℂ)).const_mul (I / 2)).sub_const
      (3 / 2 * (t : ℂ))).cexp.congr_deriv (by push_cast; ring)
  have h1 : ∀ x t : ℝ, dx wave x t
      = (1 + I * x ^ 2) * exp (I / 2 * (x : ℂ) ^ 2 - 3 / 2 * (t : ℂ)) := fun x t =>
    ((hasDerivAt_id' (x : ℂ)).fun_mul (hE x t)).comp_ofReal.deriv.trans (by ring)
  have h2 : ∀ x t : ℝ, dx (dx wave) x t
      = (3 * I * x - x ^ 3) * exp (I / 2 * (x : ℂ) ^ 2 - 3 / 2 * (t : ℂ)) := fun x t => by
    have h := ((((hasDerivAt_pow 2 (x : ℂ)).const_mul I).const_add 1).fun_mul
      (hE x t)).comp_ofReal.deriv
    rw [dx, funext fun y => h1 y t, h]
    push_cast
    linear_combination (x : ℂ) ^ 3 * exp (I / 2 * (x : ℂ) ^ 2 - 3 / 2 * (t : ℂ)) * I_sq
  have h3 : ∀ x t : ℝ, dt wave x t
      = -(3 / 2) * x * exp (I / 2 * (x : ℂ) ^ 2 - 3 / 2 * (t : ℂ)) := fun x t =>
    ((((hasDerivAt_id' (t : ℂ)).const_mul (3 / 2 : ℂ)).const_sub
      (I / 2 * (x : ℂ) ^ 2)).cexp.const_mul (x : ℂ)).comp_ofReal.deriv.trans (by ring)
  have h4 : ∀ x t : ℝ, x * density wave x t = current wave x t := fun x t => by
    unfold density current
    rw [h1]
    unfold wave
    generalize exp (I / 2 * (x : ℂ) ^ 2 - 3 / 2 * (t : ℂ)) = E
    simp only [normSq_apply, mul_re, mul_im, add_re, add_im, conj_re, conj_im, one_re, one_im,
      I_re, I_im, ofReal_re, ofReal_im, pow_two]
    ring
  have hx : ContDiff ℝ 2 fun p : ℝ × ℝ => (p.1 : ℂ) := ofRealCLM.contDiff.comp contDiff_fst
  have ht : ContDiff ℝ 2 fun p : ℝ × ℝ => (p.2 : ℂ) := ofRealCLM.contDiff.comp contDiff_snd
  have hw : ContDiff ℝ 2 fun p : ℝ × ℝ =>
      (p.1 : ℂ) * exp (I / 2 * (p.1 : ℂ) ^ 2 - 3 / 2 * (p.2 : ℂ)) :=
    hx.mul ((contDiff_const.mul (hx.pow 2)).sub (contDiff_const.mul ht)).cexp
  refine ⟨hw, fun x t => ?_, fun t => by simp [wave], fun t h => ⟨⟨?_, ?_⟩,
    (Real.hasDerivAt_exp t).fun_neg, h4 _ _⟩⟩
  · unfold SolvesAt
    rw [h2, h3]
    unfold wave
    push_cast
    ring
  · have := Real.exp_le_exp.mpr (show t ≤ 0 from h)
    rw [Real.exp_zero] at this
    linarith
  · linarith [Real.exp_pos t]

end

end QuantileTrajectories
```

```lean
#print axioms QuantileTrajectories.quantile_preserved
#print axioms QuantileTrajectories.guidance_of_tail_const
```

```
'QuantileTrajectories.quantile_preserved' depends on axioms: [propext, Classical.choice, Quot.sound]
'QuantileTrajectories.guidance_of_tail_const' depends on axioms: [propext, Classical.choice, Quot.sound]
```

The theorem verifies the conditions on ψ and q in `quantile_preserved` for a = −1, b = 0, V = −x²/2, times t ≤ 0 (`Iic 0`) and the moving path q = −eᵗ. With E = exp(ix²/2 − 3t/2),

ψ_x = (1 + ix²)E,  ψ_xx = (3ix − x³)E,  ψ_t = −(3/2)xE

are `h1`, `h2`, `h3`. Then −ψ_xx/2 + Vψ = −(3/2)ixE = iψ_t, the x³ terms cancelling. Also J = xρ (`h4`), so guidance holds when q′ = q.

The values that follow come from elementary integration and appear in no Lean statement. Since |E|² = e^(−3t), the density is ρ = x² e^(−3t). At t = −ln 2 the path is at q = −1/2 and ρ = 8x²:

tail = ∫_{−1/2}^0 8x² dx = 8 · (1/24) = 1/3

At t = 0 the path is at q = −1 and ρ = x²:

tail = ∫_{−1}^0 x² dx = 1/3

`wave` is not square-integrable on the half-line x ≤ 0, since ρ grows like x², so it is not a physical state there and serves only as a solution on the bounded interval. It is unnormalised, with total 8/3 on [−1,0] at t = −ln 2. Normalised at that moment, the tail is 1/8 at both times, while the other 7/8 has flowed out through x = −1 by t = 0.
